# The squared norm of the harmonic-oscillator eigenfunctions in Hermite form

The theorem `hermite_norm` says that the integral of He_n(x)² exp(-x²/2) over the real line is n! √(2π), where He_n is the probabilists' Hermite polynomial. In physics this is the squared norm of the unnormalised function He_n(x) exp(-x²/4), the nth eigenfunction of a single one-dimensional harmonic oscillator in a suitably scaled coordinate; dividing the function by the square root of n! √(2π) gives it unit norm. The proof is by induction on n, starting from the Gaussian integral. For the step, it integrates the derivative of He_{n+1}(x) He_n(x) exp(-x²/2), which gives zero, and so finds that the squared norm grows by a factor n + 1.

The first attempt, which Lean rejects:

```lean
import Mathlib

open Polynomial MeasureTheory Filter Topology

namespace OscillatorContactShift

noncomputable section

/-- The probabilists' Hermite polynomial He_n with real coefficients. -/
def He (n : ℕ) : ℝ[X] := (Polynomial.hermite n).map (Int.castRingHom ℝ)

lemma He_succ (n : ℕ) : He (n + 1) = X * He n - derivative (He n) := by
  simp [He, Polynomial.hermite_succ, Polynomial.derivative_map]

/-- Differentiation lowers the Hermite index: He_{n+1}' = (n+1) He_n. -/
theorem derivative_He (n : ℕ) : derivative (He (n + 1)) = ((n : ℝ[X]) + 1) * He n := by
  induction n with
  | zero => rw [He_succ]; simp [He]
  | succ n ih =>
    have h : derivative ((n : ℝ[X]) + 1) = 0 := by simp
    rw [He_succ (n + 1), derivative_sub, derivative_mul, derivative_X, ih, derivative_mul, h,
      He_succ n]
    push_cast
    ring

lemma hasDerivAt_poly_gauss (p : ℝ[X]) (a x : ℝ) :
    HasDerivAt (fun y => p.eval y * Real.exp (-a * y ^ 2))
      ((derivative p - C (2 * a) * X * p).eval x * Real.exp (-a * x ^ 2)) x := by
  have h1 : HasDerivAt (fun y : ℝ => -a * y ^ 2) (-a * (2 * x)) x := by
    simpa using (hasDerivAt_pow 2 x).const_mul (-a)
  refine ((p.hasDerivAt x).fun_mul h1.exp).congr_deriv ?_
  simp only [eval_sub, eval_mul, eval_C, eval_X]
  ring

lemma integrable_poly_gauss (p : ℝ[X]) :
    Integrable (fun x : ℝ => p.eval x * Real.exp (-(1 / 2) * x ^ 2)) := by
  induction p using Polynomial.induction_on' with
  | add p q hp hq =>
    refine (hp.add hq).congr (ae_of_all _ fun x => ?_)
    simp [add_mul]
  | monomial n a =>
    have hn : (-1 : ℝ) < (n : ℝ) := by linarith [n.cast_nonneg (α := ℝ)]
    have h := (integrable_rpow_mul_exp_neg_mul_sq (b := 1 / 2) (by norm_num) hn).const_mul a
    simpa [eval_monomial, mul_assoc, Real.rpow_natCast] using h

/-- The squared norm of He_n with Gaussian weight exp(-x²/2) is n! √(2π). -/
theorem hermite_norm (n : ℕ) :
    ∫ x : ℝ, (He n).eval x ^ 2 * Real.exp (-(1 / 2) * x ^ 2)
      = (n.factorial : ℝ) * √(2 * Real.pi) := by
  induction n with
  | zero =>
    have h := integral_gaussian (1 / 2)
    rw [show Real.pi / (1 / 2) = 2 * Real.pi by ring] at h
    simpa [He] using h
  | succ n ih =>
    have hI : ∀ m, Integrable (fun x : ℝ => (He m).eval x ^ 2 * Real.exp (-(1 / 2) * x ^ 2)) :=
      fun m => by simpa only [eval_pow] using integrable_poly_gauss (He m ^ 2)
    -- the total derivative of He_{n+1} He_n exp(-x²/2) integrates to zero
    have hz := integral_eq_zero_of_hasDerivAt_of_integrable
      (fun x => hasDerivAt_poly_gauss (He (n + 1) * He n) (1 / 2) x)
      (integrable_poly_gauss _) (integrable_poly_gauss _)
    have hp : derivative (He (n + 1) * He n) - C (2 * (1 / 2) : ℝ) * X * (He (n + 1) * He n)
        = C ((n : ℝ) + 1) * He n ^ 2 - He (n + 1) ^ 2 := by
      have hB : derivative (He n) = X * He n - He (n + 1) := by rw [He_succ n]; ring
      rw [derivative_mul, derivative_He, hB, show (2 * (1 / 2) : ℝ) = 1 by norm_num]
      simp only [map_add, map_one, map_natCast]
      ring
    rw [hp] at hz
    simp only [eval_sub, eval_mul, eval_C, eval_pow, sub_mul, mul_assoc] at hz
    rw [integral_sub ((hI n).const_mul ((n : ℝ) + 1)) (hI (n + 1)), integral_const_mul, ih] at hz
    rw [Nat.factorial_succ]
    push_cast
    linear_combination -hz

end

end OscillatorContactShift
```

The error:

```
Main.lean:57:18: error: Type mismatch: After simplification, term
  integrable_poly_gauss (He m ^ 2)
 has type
  Integrable (fun x => eval x (He m ^ 2) * Real.exp (-(1 / 2) * x ^ 2)) volume
but is expected to have type
  Integrable (fun x => eval x (He m) ^ 2 * Real.exp (-(1 / 2) * x ^ 2)) volume
```

The mended proof, as a diff:

```diff
@@ -55,5 +55,8 @@
   | succ n ih =>
     have hI : ∀ m, Integrable (fun x : ℝ => (He m).eval x ^ 2 * Real.exp (-(1 / 2) * x ^ 2)) :=
-      fun m => by simpa only [eval_pow] using integrable_poly_gauss (He m ^ 2)
+      fun m => by
+        have h := integrable_poly_gauss (He m ^ 2)
+        simp only [eval_pow] at h
+        exact h
     -- the total derivative of He_{n+1} He_n exp(-x²/2) integrates to zero
     have hz := integral_eq_zero_of_hasDerivAt_of_integrable
```

Diagnosis. The error is in `hI`, the auxiliary claim that the integrands are integrable. The supplied term has `eval x (He m ^ 2)` where the goal has `eval x (He m) ^ 2`. The lemma `eval_pow` equates the two, yet the message shows the first form still there after simplification.

The cause is the order in which Lean works. `simpa ... using` may simplify the supplied term before it is fully elaborated. In `He m ^ 2` nothing has yet fixed the type of the exponent `2`; Lean settles on a natural number only by default, at a later stage. Until then the power doesn't match the one in `eval_pow`, and the rewrite doesn't fire. By the time the message is printed the term looks ordinary, so the obstacle can't be seen in it.

The repair first names the same term with `have h := ...`, which completes its elaboration and fixes the exponent. `simp only [eval_pow] at h` can then rewrite it, and `exact h` closes the goal. The mathematics is unchanged.
